# A single spin-orbital has equal Hartree and exchange terms for any interaction tensor

The interaction is taken here to be an arbitrary complex function $U_{abcd}$ of four indices, with no Coulomb integral behind it and no symmetry built in. The indices label a finite orthonormal set of spin-orbitals, the Lean type `ι`, so spin is part of the label and one exchange sum covers all spin cases.

To connect $U$ with the usual matrix elements, read $U_{abcd}$ as $\langle ab|V|cd\rangle$: the indices $a,c$ belong to particle 1 and $b,d$ to particle 2. The Hartree–Fock interaction energy is then half of the difference between the Hartree term and the exchange term. The common factor $\tfrac12$ is left out of the definitions.

```lean
import Mathlib

open scoped ComplexConjugate

namespace OneElectronSelfInteraction

noncomputable section

variable {ι : Type*} [Fintype ι]
```

One orbital is given by complex numbers $v_a$, and its density matrix is $n_{ac}=v_a\overline{v_c}$. If $n_{ac}$ is the expectation value $\langle \hat f_a^\dagger \hat f_c\rangle$, with $\hat f_a^\dagger$ creating an electron in spin-orbital $a$, then $v_a$ is, up to a factor common to all $a$, the complex conjugate of the normalised orbital's expansion coefficient. The norm of $v$ is free: $\sum_a|v_a|^2=f$ is the occupation of the orbital, so a fractional $f$ is included.

```lean
/-- The density matrix `n_ac = v_a conj(v_c)` of a single orbital `v`. -/
def orbitalDensity (v : ι → ℂ) : Matrix ι ι ℂ :=
  Matrix.of fun a c => v a * conj (v c)
```

The Hartree term pairs each particle's own indices, and the exchange term crosses them:

$$E_H=\sum_{abcd}U_{abcd}\,n_{ac}n_{bd},\qquad E_X=\sum_{abcd}U_{abcd}\,n_{ad}n_{bc}.$$

```lean
/-- The Hartree term `∑ U_abcd n_ac n_bd`. -/
def hartree (U : ι → ι → ι → ι → ℂ) (n : Matrix ι ι ℂ) : ℂ :=
  ∑ a, ∑ b, ∑ c, ∑ d, U a b c d * (n a c * n b d)

/-- The exchange term `∑ U_abcd n_ad n_bc`. -/
def exchange (U : ι → ι → ι → ι → ℂ) (n : Matrix ι ι ℂ) : ℂ :=
  ∑ a, ∑ b, ∑ c, ∑ d, U a b c d * (n a d * n b c)
```

The corresponding mean-field potentials are $J_{ac}=\sum_{bd}U_{abcd}n_{bd}$ and $K_{ac}=\sum_{bd}U_{abdc}n_{bd}$. The last two indices of $U$ are interchanged in $K$.

```lean
/-- The Hartree potential `J_ac = ∑ U_abcd n_bd`. -/
def hartreePotential (U : ι → ι → ι → ι → ℂ) (n : Matrix ι ι ℂ) (a c : ι) : ℂ :=
  ∑ b, ∑ d, U a b c d * n b d

/-- The exchange potential `K_ac = ∑ U_abdc n_bd`. -/
def exchangePotential (U : ι → ι → ι → ι → ℂ) (n : Matrix ι ι ℂ) (a c : ι) : ℂ :=
  ∑ b, ∑ d, U a b d c * n b d
```

The last definition is a model interaction, $U_{abcd}=\delta_{ac}\delta_{bd}$. It stands for a repulsion that costs one unit of energy per pair of electrons, wherever the two electrons are.

```lean
/-- The constant interaction `U_abcd = δ_ac δ_bd`. -/
def constantInteraction [DecidableEq ι] (a b c d : ι) : ℂ :=
  (if a = c then 1 else 0) * (if b = d then 1 else 0)
```

## (a) One orbital does not repel itself

**Task.** Show that $E_H=E_X$ for $n_{ac}=v_a\overline{v_c}$, whatever $U$ is.

**Solution.** Insert the density matrix into both products:

$$n_{ac}n_{bd}=v_a\overline{v_c}\,v_b\overline{v_d},\qquad n_{ad}n_{bc}=v_a\overline{v_d}\,v_b\overline{v_c}.$$

These are the same four numbers in a different order. The two sums therefore agree term by term, before any summation is carried out, and no property of $U$ is used.

For a numerical case, take one spin-orbital on each of two sites, $v=(0.6,\;0.8i)$, and a repulsion $W$ between the sites, so that $U_{1212}=U_{2121}=W$ and all other elements vanish. The density matrix has $n_{11}=0.36$, $n_{22}=0.64$, $n_{12}=-0.48i$ and $n_{21}=0.48i$. Then

$$E_H=2W\,n_{11}n_{22}=0.4608\,W,\qquad E_X=2W\,n_{12}n_{21}=0.4608\,W.$$

With the factor $\tfrac12$ and $W=5$ eV, the Hartree energy alone would charge this single electron 1.152 eV for being spread over two sites. Exchange removes exactly that amount.

```lean
/-- For the density matrix of a single orbital the Hartree term equals the exchange term,
whatever the interaction tensor. -/
theorem hartree_eq_exchange (U : ι → ι → ι → ι → ℂ) (v : ι → ℂ) :
    hartree U (orbitalDensity v) = exchange U (orbitalDensity v) := by
  unfold hartree exchange
  refine Finset.sum_congr rfl fun a _ => Finset.sum_congr rfl fun b _ =>
    Finset.sum_congr rfl fun c _ => Finset.sum_congr rfl fun d _ => ?_
  simp only [orbitalDensity, Matrix.of_apply]
  ring
```

The theorem takes any `U` and any `v`, with no normalisation. The nested `Finset.sum_congr` steps reduce the equality of the fourfold sums to equality of their terms, and `ring` does the reordering.

This is the sense in which Hartree–Fock theory is free of one-electron self-interaction in a finite basis. The statement concerns the two interaction terms for a given orbital; it says nothing about self-consistency or about how the energy of a many-electron system varies with fractional charge.

In a Hartree–Fock program the same contractions appear when the matrices $J$ and $K$ are built from the density matrix and the two-electron integrals. For a one-electron system in a spin-polarised calculation, the Hartree and exchange energies should be equal in magnitude, up to rounding and integral screening. Because $U$ is arbitrary, this remains so when the integrals are approximated, for instance by density fitting, provided that both terms use the same approximate tensor. If exact exchange is replaced by an approximate density functional, the cancellation is no longer guaranteed.

## (b) The two potentials act identically on the occupied orbital

**Task.** Suppose that relabelling the particles leaves the interaction unchanged, $U_{abcd}=U_{badc}$. Show that $\sum_a v_aJ_{ac}=\sum_a v_aK_{ac}$ for every $c$.

**Solution.** Write out the Hartree side and use the symmetry of $U$:

$$\sum_a v_aJ_{ac}=\sum_{abd}v_a\,U_{abcd}\,v_b\overline{v_d}=\sum_{abd}v_a\,U_{badc}\,v_b\overline{v_d}.$$

Now rename the summation indices $a\leftrightarrow b$. The product $v_av_b$ does not change, and the result is

$$\sum_{abd}v_a\,U_{abdc}\,v_b\overline{v_d}=\sum_a v_aK_{ac}.$$

The electron thus feels no net potential from itself. The potentials $J$ and $K$ may still differ as matrices, since they are compared only on the orbital that generates them.

```lean
/-- If the interaction is unchanged when the two particles are relabelled, the Hartree and exchange
potentials made by an orbital `v` give the same row vector when `v` multiplies them from the left.
-/
theorem potentials_agree_on_orbital (U : ι → ι → ι → ι → ℂ)
    (hU : ∀ a b c d, U a b c d = U b a d c) (v : ι → ℂ) (c : ι) :
    ∑ a, v a * hartreePotential U (orbitalDensity v) a c =
      ∑ a, v a * exchangePotential U (orbitalDensity v) a c := by
  simp only [hartreePotential, exchangePotential, orbitalDensity, Matrix.of_apply,
    Finset.mul_sum]
  -- relabel the two particles on the Hartree side
  refine Finset.sum_comm.trans ?_
  refine Finset.sum_congr rfl fun x _ => Finset.sum_congr rfl fun y _ =>
    Finset.sum_congr rfl fun d _ => ?_
  rw [hU y x c d]
  ring
```

The hypothesis `hU` is the relabelling symmetry, which holds for any interaction between identical particles. The vector $v$ multiplies from the left because it holds conjugated coefficients, so the theorem describes the action on the bra. For a Hermitian interaction $J$ and $K$ are Hermitian too, and the adjoint of the equation gives the same agreement for the ket. In the proof, `Finset.sum_comm` interchanges the sums over $a$ and $b$, `rw [hU y x c d]` applies the symmetry to each term, and `ring` reorders the factors.

## (c) The constant interaction has the relabelling symmetry

**Task.** Check that $U_{abcd}=\delta_{ac}\delta_{bd}$ meets the condition of part (b).

**Solution.** Relabelling the particles gives $U_{badc}=\delta_{bd}\delta_{ac}$, which is the same product with its factors interchanged.

```lean
omit [Fintype ι] in
/-- The constant interaction is unchanged when the two particles are relabelled. -/
theorem potentials_agree_on_orbital_witness [DecidableEq ι] (a b c d : ι) :
    constantInteraction a b c d = constantInteraction b a d c := by
  unfold constantInteraction
  exact mul_comm _ _
```

The condition in (b) is thus met by an interaction that is not identically zero once there is at least one spin-orbital.

## (d) Cancellation for every interaction is a condition on the density matrix

**Task.** Let $n$ be any complex matrix. Show that $E_H=E_X$ holds for all $U$ exactly when $n_{ac}n_{bd}=n_{ad}n_{bc}$ for all $a,b,c,d$.

**Solution.** If the products agree, the sums agree term by term, as in (a). For the other direction, fix $a,b,c,d$ and choose a tensor with a single non-zero element:

$$U_{a'b'c'd'}=\delta_{a'a}\,\delta_{b'b}\,\delta_{c'c}\,\delta_{d'd}.$$

Each sum then keeps one term, so $E_H=n_{ac}n_{bd}$ and $E_X=n_{ad}n_{bc}$. Their equality is the required condition. It says that every $2\times2$ minor of $n$ vanishes.

```lean
/-- Hartree and exchange terms cancel for every interaction tensor exactly when
`n_ac n_bd = n_ad n_bc` for all indices. -/
theorem cancellation_iff_minors (n : Matrix ι ι ℂ) :
    (∀ U, hartree U n = exchange U n) ↔
      ∀ a b c d, n a c * n b d = n a d * n b c := by
  classical
  constructor
  · intro h a b c d
    -- test with a tensor that has a single non-zero element
    have key := h fun a' b' c' d' =>
      (if a' = a then 1 else 0) * ((if b' = b then 1 else 0) *
        ((if c' = c then 1 else 0) * (if d' = d then 1 else 0)))
    unfold hartree exchange at key
    simp only [mul_assoc, ← Finset.mul_sum] at key
    simpa only [ite_mul, one_mul, zero_mul, Finset.sum_ite_eq', Finset.mem_univ,
      if_true] using key
  · intro h U
    unfold hartree exchange
    refine Finset.sum_congr rfl fun a _ => Finset.sum_congr rfl fun b _ =>
      Finset.sum_congr rfl fun c _ => Finset.sum_congr rfl fun d _ => ?_
    rw [h a b c d]
```

The quantifier `∀ U` stands inside the equivalence: the condition follows from cancellation for all tensors together. A single given interaction can cancel for other density matrices as well; $U=0$ does so for all of them. In the code, `key` is the hypothesis applied to the test tensor, and the `simp` steps pull the deltas out of the inner sums and collapse each sum to its surviving term.

## (e) Only a one-orbital density matrix cancels for every interaction

**Task.** Let $n$ be Hermitian with non-negative diagonal elements. Show that $E_H=E_X$ for all $U$ if and only if $n_{ac}=v_a\overline{v_c}$ for some $v$.

**Solution.** Part (a) gives one direction. For the other, part (d) supplies $n_{ac}n_{bd}=n_{ad}n_{bc}$, and there are two cases.

*Some diagonal element $n_{kk}$ is non-zero.* It is real by Hermiticity, hence positive. Set $v_a=n_{ak}/\sqrt{n_{kk}}$. Since $\overline{n_{ck}}=n_{kc}$,

$$v_a\overline{v_c}=\frac{n_{ak}\,n_{kc}}{n_{kk}}=\frac{n_{ac}\,n_{kk}}{n_{kk}}=n_{ac},$$

where the middle step is the condition from (d) with $b=d=k$.

*All diagonal elements vanish.* Then

$$|n_{ac}|^2=n_{ac}n_{ca}=n_{aa}n_{cc}=0,$$

so $n=0$, and $v=0$ reproduces it.

```lean
/-- A Hermitian density matrix with non-negative occupations has equal Hartree and exchange
terms for every interaction tensor if and only if it is the density matrix of one orbital. -/
theorem cancellation_iff_one_orbital (n : Matrix ι ι ℂ) (hH : n.IsHermitian)
    (hpos : ∀ a, 0 ≤ (n a a).re) :
    (∀ U, hartree U n = exchange U n) ↔ ∃ v, n = orbitalDensity v := by
  constructor
  · intro h
    have hm := (cancellation_iff_minors n).mp h
    by_cases hd : ∃ k, n k k ≠ 0
    · -- an occupied site k: column k, suitably normalised, is the orbital
      obtain ⟨k, hk⟩ := hd
      have hreal : ((n k k).re : ℂ) = n k k := Complex.conj_eq_iff_re.mp (hH.apply k k)
      have hs : ((Real.sqrt (n k k).re : ℝ) : ℂ) * ((Real.sqrt (n k k).re : ℝ) : ℂ)
          = n k k := by
        rw [← Complex.ofReal_mul, Real.mul_self_sqrt (hpos k), hreal]
      refine ⟨fun a => n a k / ((Real.sqrt (n k k).re : ℝ) : ℂ), ?_⟩
      ext a c
      have hc : conj (n c k) = n k c := hH.apply k c
      change n a c = n a k / ((Real.sqrt (n k k).re : ℝ) : ℂ) *
        conj (n c k / ((Real.sqrt (n k k).re : ℝ) : ℂ))
      rw [map_div₀, Complex.conj_ofReal, hc, div_mul_div_comm, hs, eq_div_iff hk]
      exact hm a k c k
    · -- no occupied site: the density matrix vanishes
      have h0 : ∀ k, n k k = 0 := fun k => by
        by_contra hk
        exact hd ⟨k, hk⟩
      refine ⟨fun _ => 0, ?_⟩
      ext a c
      have hc : conj (n a c) = n c a := hH.apply c a
      have hz : n a c * conj (n a c) = 0 := by
        rw [hc, ← hm a c a c, h0 a, zero_mul]
      have hac : n a c = 0 := by
        rcases mul_eq_zero.mp hz with h1 | h1
        · exact h1
        · exact (map_eq_zero _).mp h1
      rw [hac]
      simp [orbitalDensity]
  · rintro ⟨v, rfl⟩ U
    exact hartree_eq_exchange U v
```

The hypothesis `hH` is Hermiticity. The hypothesis `hpos` says that the occupation of each basis spin-orbital is not negative, as it must be for a physical state. It excludes matrices such as $n_{ac}=-v_a\overline{v_c}$ with $v\neq0$, which also satisfy the condition of (d). The orbital found may be empty, $v=0$, and its occupation is not bounded above by one.

The proof splits on whether an occupied site `k` exists. In the first case `hs` states that the square root squares to $n_{kk}$, and `hm a k c k` is the minor condition used above. In the second, `hz` is the vanishing of $|n_{ac}|^2$.

## (f) A constant interaction counts pairs

**Task.** Let $n^2=n$ and $N=\operatorname{tr}n$. Show that $E_H-E_X=N(N-1)$ for $U_{abcd}=\delta_{ac}\delta_{bd}$.

**Solution.** The deltas set $c=a$ and $d=b$. The Hartree term becomes

$$E_H=\sum_{ab}n_{aa}n_{bb}=N^2,$$

and the exchange term becomes

$$E_X=\sum_{ab}n_{ab}n_{ba}=\operatorname{tr}n^2=\operatorname{tr}n=N.$$

The difference is $N^2-N$. With the factor $\tfrac12$ restored, the energy is $N(N-1)/2$, the number of electron pairs. The Hartree term alone gives $N^2/2$, which includes half a unit of self-repulsion per electron.

```lean
/-- For an idempotent density matrix with trace `N` and the constant interaction, the Hartree
term minus the exchange term is `N (N - 1)`. -/
theorem constant_interaction_pairs [DecidableEq ι] (n : Matrix ι ι ℂ) (hn : n * n = n) :
    hartree constantInteraction n - exchange constantInteraction n =
      n.trace * (n.trace - 1) := by
  have hJ : hartree constantInteraction n = n.trace * n.trace := by
    unfold hartree constantInteraction
    simp only [mul_assoc, ← Finset.mul_sum]
    simp only [ite_mul, one_mul, zero_mul, Finset.sum_ite_eq, Finset.mem_univ, if_true]
    simp only [Matrix.trace, Matrix.diag_apply, Finset.sum_mul_sum]
  -- the exchange term is the trace of n², which idempotency turns into N
  have hK : exchange constantInteraction n = (n * n).trace := by
    unfold exchange constantInteraction
    simp only [mul_assoc, ← Finset.mul_sum]
    simp only [ite_mul, one_mul, zero_mul, Finset.sum_ite_eq, Finset.mem_univ, if_true]
    simp only [Matrix.trace, Matrix.diag_apply, Matrix.mul_apply]
  rw [hJ, hK, hn]
  ring
```

Idempotency, `hn`, is the property of the density matrix of a single Slater determinant, whose orbitals are either full or empty. Hermiticity is not needed for this identity. The intermediate results `hJ` and `hK` give the Hartree term as $(\operatorname{tr}n)^2$ and the exchange term as $\operatorname{tr}n^2$, and `hn` enters only in replacing $\operatorname{tr}n^2$ by $\operatorname{tr}n$.

## (g) Two electrons in three spin-orbitals

**Task.** Check that $n=\mathrm{diag}(1,1,0)$ is idempotent with trace 2, and evaluate the result of (f) for it.

**Solution.** Squaring a diagonal matrix squares its entries, and $1^2=1$, $0^2=0$, so $n^2=n$. The trace is $1+1+0=2$. Part (f) then gives $E_H=4$, $E_X=2$ and $E_H-E_X=2$. Half of this is one unit of energy, for the one pair present. Here the Hartree and exchange terms differ, because two electrons really do repel each other.

```lean
/-- The density matrix `diag(1, 1, 0)` is idempotent and has trace two. -/
theorem constant_interaction_pairs_witness :
    (Matrix.diagonal ![1, 1, 0] : Matrix (Fin 3) (Fin 3) ℂ) * Matrix.diagonal ![1, 1, 0]
        = Matrix.diagonal ![1, 1, 0] ∧
      (Matrix.diagonal ![1, 1, 0] : Matrix (Fin 3) (Fin 3) ℂ).trace = 2 := by
  constructor
  · rw [Matrix.diagonal_mul_diagonal]
    congr 1
    funext i
    fin_cases i <;> simp
  · norm_num [Matrix.trace_diagonal, Fin.sum_univ_succ]

end

end OneElectronSelfInteraction
```

The theorem records the idempotency and the trace. The first half reduces the matrix product to products of diagonal entries and checks the three entries in turn; the second adds them up.

```lean
#print axioms OneElectronSelfInteraction.hartree_eq_exchange
-- 'OneElectronSelfInteraction.hartree_eq_exchange' depends on axioms: [propext, Classical.choice, Quot.sound]
#print axioms OneElectronSelfInteraction.potentials_agree_on_orbital
-- 'OneElectronSelfInteraction.potentials_agree_on_orbital' depends on axioms: [propext, Classical.choice, Quot.sound]
#print axioms OneElectronSelfInteraction.cancellation_iff_one_orbital
-- 'OneElectronSelfInteraction.cancellation_iff_one_orbital' depends on axioms: [propext, Classical.choice, Quot.sound]
#print axioms OneElectronSelfInteraction.constant_interaction_pairs
-- 'OneElectronSelfInteraction.constant_interaction_pairs' depends on axioms: [propext, Classical.choice, Quot.sound]
```
